# A three-term recurrence for sign-alternating sums of cosine harmonics at the Uhrig pulse times

In Uhrig's decoupling sequence with `n` pulses, the switching instants are sin²(jπ/(2n+2)) in units of the total time, and each pulse is modelled only as an instantaneous change of sign. For a function sampled at these instants and at the two ends of the sequence, `toggle` adds up its increments over the `n + 1` free intervals with alternating signs. The theorem `toggle_step` takes the function to be a power of the pulse time multiplied by the harmonic cos(mθ), θ = jπ/(n+1), and says that raising the power by one gives half the sum for `m` minus a quarter of each of the sums for `m + 1` and `m - 1`, all at the old power. The proof first shows the same relation at a single instant, `hmul`, from the half-angle and addition formulas, and then combines its values at the two ends of each interval.

Lean 4 with Mathlib refuses this proof:

```lean
import Mathlib

open scoped Real

namespace UhrigDecoupling

noncomputable section

/-- The Uhrig switching instants `sin² (j π / (2n + 2))`, in units of the total time. -/
def pulseTime (n j : ℕ) : ℝ := Real.sin (j * π / (2 * n + 2)) ^ 2

/-- The sum of the increments of `g` over the `n + 1` free intervals, with a sign that
is flipped by every pulse. -/
def toggle (n : ℕ) (g : ℕ → ℝ) : ℝ :=
  ∑ j ∈ Finset.range (n + 1), (-1) ^ j * (g (j + 1) - g j)

/-- The harmonic `cos (m θ)` sampled at the angles `θ = j π / (n + 1)`. -/
def mode (n : ℕ) (m : ℤ) (j : ℕ) : ℝ := Real.cos (m * (j * π / (n + 1)))

/-- One more power of the pulse time couples the harmonic `m` only to itself and to its
two neighbours. -/
theorem toggle_step (n p : ℕ) (m : ℤ) :
    toggle n (fun j => pulseTime n j ^ (p + 1) * mode n m j)
      = 1 / 2 * toggle n (fun j => pulseTime n j ^ p * mode n m j)
        - 1 / 4 * toggle n (fun j => pulseTime n j ^ p * mode n (m + 1) j)
        - 1 / 4 * toggle n (fun j => pulseTime n j ^ p * mode n (m - 1) j) := by
  have hn : (n : ℝ) + 1 ≠ 0 := by positivity
  have hmul : ∀ j : ℕ, pulseTime n j * mode n m j
      = 1 / 2 * mode n m j - 1 / 4 * mode n (m + 1) j - 1 / 4 * mode n (m - 1) j := by
    intro j
    have e : 2 * ((j : ℝ) * π / (2 * n + 2)) = j * π / (n + 1) := by
      rw [show (2 * (n : ℝ) + 2) = 2 * (n + 1) by ring]
      field_simp
    unfold pulseTime mode
    rw [Real.sin_sq_eq_half_sub, e, Int.cast_add, Int.cast_sub, Int.cast_one,
      add_mul, sub_mul, one_mul, Real.cos_add, Real.cos_sub]
    ring
  simp only [toggle, Finset.mul_sum, ← Finset.sum_sub_distrib]
  refine Finset.sum_congr rfl fun j _ => ?_
  linear_combination (-1) ^ j * (pulseTime n (j + 1) ^ p * hmul (j + 1)
    - pulseTime n j ^ p * hmul j)

end

end UhrigDecoupling
```

The compiler's answer:

```
Main.lean:36:47: error: Tactic `rewrite` failed: Did not find an occurrence of the pattern
  Real.cos (?x - ?y)
in the target expression
  1 / 2 * Real.cos (↑m * (↑j * π / (↑n + 1))) - Real.cos (↑j * π / (↑n + 1)) / 2 * Real.cos (↑m * (↑j * π / (↑n + 1))) =
    1 / 2 * Real.cos (↑m * (↑j * π / (↑n + 1))) -
        1 / 4 *
          (Real.cos (↑m * (↑j * π / (↑n + 1))) * Real.cos (↑j * π / (↑n + 1)) -
            Real.sin (↑m * (↑j * π / (↑n + 1))) * Real.sin (↑j * π / (↑n + 1))) -
      1 / 4 * Real.cos ((↑m - 1) * (↑j * π / (↑n + 1)))

n p : ℕ
m : ℤ
hn : ↑n + 1 ≠ 0
j : ℕ
e : 2 * (↑j * π / (2 * ↑n + 2)) = ↑j * π / (↑n + 1)
⊢ 1 / 2 * Real.cos (↑m * (↑j * π / (↑n + 1))) - Real.cos (↑j * π / (↑n + 1)) / 2 * Real.cos (↑m * (↑j * π / (↑n + 1))) =
    1 / 2 * Real.cos (↑m * (↑j * π / (↑n + 1))) -
        1 / 4 *
          (Real.cos (↑m * (↑j * π / (↑n + 1))) * Real.cos (↑j * π / (↑n + 1)) -
            Real.sin (↑m * (↑j * π / (↑n + 1))) * Real.sin (↑j * π / (↑n + 1))) -
      1 / 4 * Real.cos ((↑m - 1) * (↑j * π / (↑n + 1)))
```

Cause. The error says that `rw [Real.cos_sub]` found no cosine of a difference in the goal. The term it was meant for is still there as `Real.cos ((↑m - 1) * (↑j * π / (↑n + 1)))`, the cosine of a product, because the earlier `sub_mul` had expanded something else.

Given without arguments, `sub_mul` matches any product whose left factor is a difference, and `rw` settles on the first match it finds, then rewrites only copies of that instance. Here `Real.sin_sq_eq_half_sub` had just turned the squared sine into 1/2 − cos(θ)/2, which stands multiplied by cos(mθ) on the left-hand side. That product was expanded, as the goal in the message shows, and (m − 1)θ was left alone.

The repair writes `sub_mul (m : ℝ) 1`, which fixes the difference as m − 1. The rewrite now yields mθ − 1·θ, `one_mul` removes the factor 1, and `Real.cos_sub` applies. The product on the left-hand side no longer gets expanded by `sub_mul`, but the closing `ring` deals with it.

Fix (accepted with no message):

```diff
@@ -34,5 +34,5 @@
     unfold pulseTime mode
     rw [Real.sin_sq_eq_half_sub, e, Int.cast_add, Int.cast_sub, Int.cast_one,
-      add_mul, sub_mul, one_mul, Real.cos_add, Real.cos_sub]
+      add_mul, sub_mul (m : ℝ) 1, one_mul, Real.cos_add, Real.cos_sub]
     ring
   simp only [toggle, Finset.mul_sum, ← Finset.sum_sub_distrib]
```
